# Exponentially large correlation length in a two-dimensional magnet with an average spin-length constraint

## Infinite fluctuations at infinite correlation length

Treat each spin component of a two-dimensional classical magnet as a free Gaussian field with an infinite correlation length at temperature \(T>0\), and the predicted fluctuation of each spin is infinite: the momentum integral becomes \(\int dk/k\), which diverges at small \(k\). A spin has a fixed length, so this cannot be right. Within this Gaussian description, a finite correlation length \(1/m\) removes the divergence, and the average spin length then determines \(m\).

Let each spin component be a field \(\varphi\) with gradient energy density \(\tfrac12|\nabla\varphi|^2\), and take \(k_B=1\). Fixing the average spin length with a Lagrange multiplier adds a term \(\tfrac12m^2\varphi^2\) to this density. By equipartition, a mode of wavenumber \(k\) then has thermal weight \(T/(k^2+m^2)\). Integrating over \(d^2k/(2\pi)^2\) up to a cutoff \(L\), and requiring \(\langle\varphi^2\rangle=\rho\), gives

\[
\frac{T}{2\pi}\int_0^L\frac{k}{k^2+m^2}\,dk=\rho .
\]

In this scaling \(\rho\) is the zero-temperature spin stiffness divided by the number of spin components; it stands for the squared spin length, shared equally among the components. The letter \(L\) is a momentum cutoff of the order of the inverse lattice spacing, not a system size.

## Solving for the inverse correlation length

Let \(\rho,T,L,m>0\). Since \(\tfrac12\log(k^2+m^2)\) has derivative \(k/(k^2+m^2)\), the left side is

\[
\frac{T}{4\pi}\left[\log(L^2+m^2)-\log m^2\right]=\frac{T}{4\pi}\log\left(1+\frac{L^2}{m^2}\right).
\]

It diverges as \(m\to0^+\). Setting it equal to \(\rho\) and exponentiating gives

\[
1+\frac{L^2}{m^2}=e^{4\pi\rho/T},
\qquad
m=\frac{L}{\sqrt{e^{4\pi\rho/T}-1}} .
\]

Each step can be reversed, so this is the only positive solution. Taking \(e^{4\pi\rho/T}\) out of the square root gives

\[
m\,e^{2\pi\rho/T}=\frac{L}{\sqrt{1-e^{-4\pi\rho/T}}}\longrightarrow L
\qquad (T\to0^+).
\]

Hence \(1/m\) divided by \(e^{2\pi\rho/T}/L\) tends to 1.

## Two temperatures and the hot limit

Choose \(T\) so that \(e^{4\pi\rho/T}=5\). Then \(m=L/2\), and \(m\,e^{2\pi\rho/T}=\tfrac{\sqrt5}{2}L\approx1.118\,L\). Lower \(T\) by a factor of about 5.7, so that the exponential is 10001. Now \(m=L/100\), and the product is about \(1.00005\,L\).

At the opposite end, expanding the exponential for \(T\gg4\pi\rho\) gives \(m\approx L\sqrt{T/(4\pi\rho)}\). The correlation length is then shorter than \(1/L\), where a continuum description has lost its meaning.

## What the theorems say

`fluctuation T L m` is the integral with its prefactor, and `gap ρ T L` is the closed formula. The name "gap" here means an inverse length, not an excitation energy. `corrLength` is its reciprocal.

`constraint_iff` says that, for positive `ρ`, `T` and `L`, a real number `m` is positive and satisfies the constraint exactly when it equals `gap ρ T L`. The condition `0 < m` selects one sign, because the integral depends only on \(m^2\). The two low-temperature theorems hold `ρ` and `L` fixed while `T` approaches zero from above, written `𝓝[>] 0`.

The theorems start from the continuum Gaussian model. Its main approximation is the replacement of a fixed length at every site by a fixed thermal average, which becomes exact for infinitely many spin components. For three components the growth is still exponential, but the exponent is wrong: with \(\rho_s\) the zero-temperature stiffness, the model gives \(2\pi\rho_s/(3T)\), whereas the renormalisation group for spins of fixed length gives \(2\pi\rho_s/T\). Within this classical, average-constraint model, a simulated lattice much smaller than \(1/m\) can look ordered although the correlation length is finite.

In Lean 4 with Mathlib:

```lean
import Mathlib

open Real Filter Topology

namespace TwoDimensionalMagnet

noncomputable section

/-- Thermal spin fluctuation in two dimensions at temperature `T`, with momentum cutoff `L`
and inverse correlation length `m`; the domain is `m > 0`. -/
def fluctuation (T L m : ℝ) : ℝ :=
  T / (2 * π) * ∫ k in (0 : ℝ)..L, k / (k ^ 2 + m ^ 2)

/-- The closed formula `L / √(exp (4πρ/T) - 1)` for the inverse correlation length; the domain is
`ρ, T, L > 0`. -/
def gap (ρ T L : ℝ) : ℝ :=
  L / √(exp (4 * π * ρ / T) - 1)

/-- The correlation length, the reciprocal of the gap; the domain is `ρ, T, L > 0`. -/
def corrLength (ρ T L : ℝ) : ℝ :=
  1 / gap ρ T L

/-- For `m > 0` the fluctuation equals `T / (4π) * log (1 + L² / m²)`. -/
theorem fluctuation_eq_log (T L : ℝ) {m : ℝ} (hm : 0 < m) :
    fluctuation T L m = T / (4 * π) * log (1 + L ^ 2 / m ^ 2) := by
  -- the antiderivative of the integrand is `log (k² + m²) / 2`
  have hd : ∀ k ∈ Set.uIcc 0 L,
      HasDerivAt (fun x : ℝ => log (x ^ 2 + m ^ 2) / 2) (k / (k ^ 2 + m ^ 2)) k := by
    intro k _
    have hpos : k ^ 2 + m ^ 2 ≠ 0 := by positivity
    have h1 : HasDerivAt (fun x : ℝ => x ^ 2 + m ^ 2) (2 * k) k := by
      simpa using (hasDerivAt_pow 2 k).add_const (m ^ 2)
    refine ((h1.log hpos).div_const 2).congr_deriv ?_
    field_simp
  have hc : Continuous (fun k : ℝ => k / (k ^ 2 + m ^ 2)) :=
    continuous_id.div (by fun_prop) (fun k => (by positivity : k ^ 2 + m ^ 2 ≠ 0))
  have hr : 1 + L ^ 2 / m ^ 2 = (L ^ 2 + m ^ 2) / m ^ 2 := by
    rw [add_div, div_self (by positivity), add_comm]
  have h0 : (0 : ℝ) ^ 2 + m ^ 2 = m ^ 2 := by ring
  unfold fluctuation
  rw [intervalIntegral.integral_eq_sub_of_hasDerivAt hd (hc.intervalIntegrable _ _),
    h0, hr, Real.log_div (by positivity) (by positivity)]
  ring

/-- At any fixed temperature `T > 0` and cutoff `L > 0`, the fluctuation tends to infinity as `m`
decreases to zero. -/
theorem fluctuation_diverges {T L : ℝ} (hT : 0 < T) (hL : 0 < L) :
    Tendsto (fluctuation T L) (𝓝[>] 0) atTop := by
  have h1 : Tendsto (fun m : ℝ => (m⁻¹) ^ 2) (𝓝[>] 0) atTop :=
    (tendsto_pow_atTop two_ne_zero).comp tendsto_inv_nhdsGT_zero
  have h2 : Tendsto (fun m : ℝ => 1 + L ^ 2 * (m⁻¹) ^ 2) (𝓝[>] 0) atTop :=
    tendsto_atTop_add_const_left _ 1 (h1.const_mul_atTop (by positivity))
  have h3 : Tendsto (fun m : ℝ => T / (4 * π) * log (1 + L ^ 2 * (m⁻¹) ^ 2))
      (𝓝[>] 0) atTop :=
    (Real.tendsto_log_atTop.comp h2).const_mul_atTop (by positivity)
  refine h3.congr' ?_
  filter_upwards [self_mem_nhdsWithin] with m hm
  rw [fluctuation_eq_log T L hm, inv_pow, ← div_eq_mul_inv]

/-- For `ρ, T, L > 0` the constraint `fluctuation = ρ` has exactly one positive solution,
`m = L / √(exp (4πρ/T) - 1)`. -/
theorem constraint_iff {ρ T L : ℝ} (hρ : 0 < ρ) (hT : 0 < T) (hL : 0 < L) (m : ℝ) :
    (0 < m ∧ fluctuation T L m = ρ) ↔ m = gap ρ T L := by
  have hE : 0 < exp (4 * π * ρ / T) - 1 := by
    have : 1 < exp (4 * π * ρ / T) := Real.one_lt_exp_iff.2 (by positivity)
    linarith
  constructor
  · rintro ⟨hm, h⟩
    rw [fluctuation_eq_log T L hm] at h
    -- solve the constraint for the logarithm, then exponentiate
    have hlog : log (1 + L ^ 2 / m ^ 2) = 4 * π * ρ / T := by
      rw [← h]
      field_simp
    have hx : exp (4 * π * ρ / T) - 1 = (L / m) ^ 2 := by
      rw [← hlog, Real.exp_log (by positivity), div_pow]
      ring
    unfold gap
    rw [hx, Real.sqrt_sq (by positivity)]
    field_simp
  · intro h
    have hm : 0 < m := by
      rw [h]
      exact div_pos hL (Real.sqrt_pos.2 hE)
    refine ⟨hm, ?_⟩
    have hsq : m ^ 2 = L ^ 2 / (exp (4 * π * ρ / T) - 1) := by
      rw [h, gap, div_pow, Real.sq_sqrt hE.le]
    have hx : 1 + L ^ 2 / m ^ 2 = exp (4 * π * ρ / T) := by
      have h2 : L ^ 2 / m ^ 2 = exp (4 * π * ρ / T) - 1 := by
        rw [div_eq_iff (by positivity), hsq, mul_div_cancel₀ _ hE.ne']
      rw [h2]
      ring
    rw [fluctuation_eq_log T L hm, hx, Real.log_exp]
    field_simp

/-- The gap times `exp (2πρ/T)` equals the cutoff divided by `√(1 - exp (-4πρ/T))`. -/
theorem gap_mul_exp (ρ T L : ℝ) :
    gap ρ T L * exp (2 * π * ρ / T) = L / √(1 - exp (-(4 * π * ρ / T))) := by
  have h1 : exp (2 * π * ρ / T) ^ 2 = exp (4 * π * ρ / T) := by
    rw [← Real.exp_nat_mul]
    congr 1
    push_cast
    ring
  have hb : exp (4 * π * ρ / T) - 1
      = exp (2 * π * ρ / T) ^ 2 * (1 - exp (-(4 * π * ρ / T))) := by
    rw [h1, mul_sub, ← Real.exp_add, add_neg_cancel, Real.exp_zero, mul_one]
  unfold gap
  rw [hb, Real.sqrt_mul (sq_nonneg _), Real.sqrt_sq (Real.exp_pos _).le,
    div_mul_eq_mul_div, mul_comm L, mul_div_mul_left _ _ (Real.exp_ne_zero _)]

/-- For `ρ > 0`, as the temperature decreases to zero, the gap times `exp (2πρ/T)` tends to
the cutoff `L`. -/
theorem gap_low_temperature {ρ : ℝ} (hρ : 0 < ρ) (L : ℝ) :
    Tendsto (fun T => gap ρ T L * exp (2 * π * ρ / T)) (𝓝[>] 0) (𝓝 L) := by
  have h1 : Tendsto (fun T : ℝ => 4 * π * ρ / T) (𝓝[>] 0) atTop := by
    simp only [div_eq_mul_inv]
    exact tendsto_inv_nhdsGT_zero.const_mul_atTop (by positivity)
  have h2 : Tendsto (fun T : ℝ => exp (-(4 * π * ρ / T))) (𝓝[>] 0) (𝓝 0) :=
    Real.tendsto_exp_neg_atTop_nhds_zero.comp h1
  -- the square root in the exact factorisation tends to one
  have h3 : Tendsto (fun T : ℝ => √(1 - exp (-(4 * π * ρ / T)))) (𝓝[>] 0) (𝓝 1) := by
    have h := (h2.const_sub 1).sqrt
    rwa [sub_zero, Real.sqrt_one] at h
  have h4 : Tendsto (fun T : ℝ => L / √(1 - exp (-(4 * π * ρ / T)))) (𝓝[>] 0) (𝓝 L) := by
    have h := (tendsto_const_nhds (x := L)).div h3 one_ne_zero
    rwa [div_one] at h
  exact h4.congr (fun T => (gap_mul_exp ρ T L).symm)

/-- For `ρ, L > 0`, the ratio of the correlation length to `exp (2πρ/T) / L` tends to one as
the temperature decreases to zero. -/
theorem corrLength_low_temperature {ρ L : ℝ} (hρ : 0 < ρ) (hL : 0 < L) :
    Tendsto (fun T => corrLength ρ T L / (exp (2 * π * ρ / T) / L)) (𝓝[>] 0) (𝓝 1) := by
  have h := (tendsto_const_nhds (x := L)).div (gap_low_temperature hρ L) hL.ne'
  rw [div_self hL.ne'] at h
  refine h.congr (fun T => ?_)
  simp only [Pi.div_apply, corrLength, div_div_eq_mul_div, div_mul_eq_mul_div, one_mul,
    div_div]

end

end TwoDimensionalMagnet
```

```lean
#print axioms TwoDimensionalMagnet.fluctuation_diverges
-- 'TwoDimensionalMagnet.fluctuation_diverges' depends on axioms: [propext, Classical.choice, Quot.sound]
#print axioms TwoDimensionalMagnet.constraint_iff
-- 'TwoDimensionalMagnet.constraint_iff' depends on axioms: [propext, Classical.choice, Quot.sound]
#print axioms TwoDimensionalMagnet.corrLength_low_temperature
-- 'TwoDimensionalMagnet.corrLength_low_temperature' depends on axioms: [propext, Classical.choice, Quot.sound]
```

## From the antiderivative to the limits

`fluctuation_eq_log` checks the derivative of the logarithm in `hd`, obtains integrability from continuity in `hc`, and applies the fundamental theorem of calculus. `fluctuation_diverges` follows \(1/m\to\infty\) through the square and the logarithm. It records the infrared divergence, and the later proofs do not use it.

In the forward direction of `constraint_iff`, `hlog` isolates the logarithm and `hx` exponentiates it; positivity of \(L/m\) then fixes the square root. The reverse direction first shows that the formula is positive, then substitutes its square into the logarithm.

`gap_mul_exp` is the factorisation of the square root. `gap_low_temperature` sends the exponent to infinity, the decaying exponential to zero and the square root to one. `corrLength_low_temperature` divides the constant `L` by the product in that limit, which is the required ratio after rearrangement.
